# Any generalised inverse of the metric matrix solves the density-fitting equations, even with redundant auxiliary functions

In density fitting, a density `f` is approximated by a combination of auxiliary functions, whose coefficients x satisfy V x = b; here V is the matrix of inner products among the auxiliary functions and b the vector of their inner products with `f`. The failing theorem, `generalized_inverse_solves`, states that x = G b is a solution whenever the matrix G satisfies V G V = V. The auxiliary functions form a finite family in a real inner product space and may be linearly dependent, so V need not be invertible; `f` is any vector of the space and need not lie in their span. The attempt takes some solution c from the preceding theorem, replaces b by V c, and tries to reduce V G V c to V c by regrouping the products and using the hypothesis on G.

This version doesn't compile in Lean 4 with Mathlib:

```lean
import Mathlib

open Matrix

namespace RedundantDensityFitting

noncomputable section

variable {ι E : Type*} [Fintype ι] [NormedAddCommGroup E] [InnerProductSpace ℝ E]

/-- The metric (Gram) matrix `V` of the auxiliary functions `u`. -/
def metric (u : ι → E) : Matrix ι ι ℝ :=
  Matrix.of fun P Q => inner ℝ (u P) (u Q)

/-- The vector `b` of inner products of the auxiliary functions with a density `f`. -/
def coupling (u : ι → E) (f : E) : ι → ℝ :=
  fun P => inner ℝ (u P) f

/-- The density expanded in the auxiliary functions with coefficients `c`. -/
def fit (u : ι → E) (c : ι → ℝ) : E :=
  ∑ P, c P • u P

/-- The coupling vector of an expanded density is the metric matrix applied to its
coefficients. -/
theorem coupling_fit (u : ι → E) (c : ι → ℝ) :
    coupling u (fit u c) = metric u *ᵥ c := by
  funext P
  simp only [coupling, metric, fit, Matrix.mulVec, dotProduct, Matrix.of_apply,
    inner_sum, inner_smul_right]
  exact Finset.sum_congr rfl fun Q _ => mul_comm _ _

/-- The fitting equations `V c = b` have a solution for every finite auxiliary set and every
density. -/
theorem fitting_solvable (u : ι → E) (f : E) :
    ∃ c : ι → ℝ, metric u *ᵥ c = coupling u f := by
  have : FiniteDimensional ℝ (Submodule.span ℝ (Set.range u)) :=
    FiniteDimensional.span_of_finite ℝ (Set.finite_range u)
  have : CompleteSpace (Submodule.span ℝ (Set.range u)) :=
    FiniteDimensional.complete ℝ _
  -- project the density onto the span of the auxiliary functions
  obtain ⟨w, hw, hort⟩ :=
    Submodule.HasOrthogonalProjection.exists_orthogonal
      (K := Submodule.span ℝ (Set.range u)) f
  obtain ⟨c, hc⟩ := (Submodule.mem_span_range_iff_exists_fun ℝ).mp hw
  refine ⟨c, ?_⟩
  rw [← coupling_fit]
  funext P
  have hP := (Submodule.mem_orthogonal _ _).mp hort (u P)
    (Submodule.subset_span ⟨P, rfl⟩)
  rw [inner_sub_right, ← hc] at hP
  change inner ℝ (u P) (∑ Q, c Q • u Q) = inner ℝ (u P) f
  linarith

/-- Any generalised inverse `G` of the metric matrix, meaning `V G V = V`, gives a solution
`G b` of the fitting equations. -/
theorem generalized_inverse_solves (u : ι → E) (f : E) (G : Matrix ι ι ℝ)
    (hG : metric u * G * metric u = metric u) :
    metric u *ᵥ (G *ᵥ coupling u f) = coupling u f := by
  -- the coupling vector lies in the range of the metric
  obtain ⟨c, hc⟩ := fitting_solvable u f
  rw [← hc, Matrix.mulVec_mulVec, Matrix.mulVec_mulVec, ← Matrix.mul_assoc, hG]

end

end RedundantDensityFitting
```

Compiling this gives:

```
Main.lean:61:56: error: Tactic `rewrite` failed: Did not find an occurrence of the pattern
  ?L * (?M * ?N)
in the target expression
  (metric u * G * metric u) *ᵥ c = metric u *ᵥ c

ι : Type u_1
E : Type u_2
inst✝² : Fintype ι
inst✝¹ : NormedAddCommGroup E
inst✝ : InnerProductSpace ℝ E
u : ι → E
f : E
G : Matrix ι ι ℝ
hG : metric u * G * metric u = metric u
c : ι → ℝ
hc : metric u *ᵥ c = coupling u f
⊢ (metric u * G * metric u) *ᵥ c = metric u *ᵥ c
```

Diagnosis. The message says that `← Matrix.mul_assoc` found nothing to rewrite. Used in this direction, the lemma looks for a product bracketed to the right, `?L * (?M * ?N)`, and brackets it to the left. The goal at that point has only `metric u * G * metric u`, which Lean reads as `(metric u * G) * metric u`, already bracketed to the left.

The two uses of `Matrix.mulVec_mulVec` had brought this about. The first merges the outer two matrices, turning `metric u *ᵥ (G *ᵥ (metric u *ᵥ c))` into `(metric u * G) *ᵥ (metric u *ᵥ c)`, and the second takes in the last matrix on the right. No regrouping was left to do, and `rw` fails when a pattern is absent.

The repair deletes the `← Matrix.mul_assoc` step. The product is then exactly the left side of `hG`, which rewrites it to `metric u`. Both sides of the goal become `metric u *ᵥ c`, and `rw` closes it by reflexivity.

After these edits no error is left:

```diff
@@ -59,5 +59,5 @@
   -- the coupling vector lies in the range of the metric
   obtain ⟨c, hc⟩ := fitting_solvable u f
-  rw [← hc, Matrix.mulVec_mulVec, Matrix.mulVec_mulVec, ← Matrix.mul_assoc, hG]
+  rw [← hc, Matrix.mulVec_mulVec, Matrix.mulVec_mulVec, hG]
 
 end
```
